# Polynomials with the supremum norm on [0,1]: multiplication by x is bounded, the derivative is not, and DX − XD = 1

## Must both operators in a canonical pair be unbounded?

Let the states be real polynomials \(p(x)\), and for an interval \([a,b]\) put \(\|p\| = \max_{a\le x\le b}|p(x)|\). Define \((Xp)(x) = x\,p(x)\) and \(Dp = p'\), and call a linear operator \(A\) bounded if some real constant \(K\) gives \(\|Ap\|\le K\|p\|\) for all \(p\). I drop \(\hbar\) and \(i\): momentum would be \(-i\hbar D\), so the canonical relation reads \(DX - XD = 1\).

I learned that position and momentum cannot both be bounded, and I have been reading that as "both are unbounded". On \([0,1]\), though, \(X\) looks bounded, with \(\|Xp\|\le\|p\|\), and all the trouble seems to sit in \(D\). Is that right? Could a different partner of \(X\) be bounded? I would like to see this made rigorous and machine-checked.

## One unbounded operator suffices, and here it is any partner of X

Your reading of \([0,1]\) is right, and on any interval with \(a<b\) every linear partner of \(X\) on polynomials is unbounded. Write \(L = b-a\).

### From the commutator to a growing lower bound

For \(x\in[a,b]\) one has \(|x|\le\max(|a|,|b|)\), hence \(|x\,p(x)|\le\max(|a|,|b|)\,\|p\|\). The polynomial \(p=1\) has norm 1, and any bound \(K\) must satisfy \(K\ge\|x\|\ge|a|,|b|\). The least constant is therefore \(\max(|a|,|b|)\), which is 1 on \([0,1]\).

The product rule gives \((xp)' - x p' = p\), which is \(DX-XD=1\).

Now let \(P\) be any linear operator on polynomials with \(PX-XP=1\), that is \(P(xp) = x\,Pp + p\). For a real number \(c\), linearity gives \(P(cp)=c\,Pp\), so \(P((x-c)p) = (x-c)Pp+p\). For every natural number \(n\) and polynomial \(q\),
\[ P\big((x-c)^{n+1}q\big) = (x-c)^{n+1}Pq + (n+1)(x-c)^n q . \]
The case \(n=0\) is the shifted relation. For the step, apply the shifted relation to \(p=(x-c)^{n+1}q\):
\[ (x-c)\big[(x-c)^{n+1}Pq+(n+1)(x-c)^nq\big] + (x-c)^{n+1}q = (x-c)^{n+2}Pq+(n+2)(x-c)^{n+1}q . \]

Take \(c=a\) and \(q=1\). On the interval \(0\le x-a\le L\), with equality on the right at \(x=b\), so \(\|(x-a)^n\| = L^n\). Evaluating the identity at \(x=b\) gives
\[ P\big((x-a)^{n+1}\big)(b) = L^{n+1}(P1)(b) + (n+1)L^n . \]
If \(K\) bounds \(P\), the left side is at most \(K L^{n+1}\). Also \((P1)(b)\ge-\|P1\|\). Dividing by \(L^n>0\),
\[ n+1 \le (K+\|P1\|)\,L \quad\text{for all } n , \]
which fails once \(n\) exceeds the right side. For \(P=D\) one has \(D1=0\), and only the test polynomial of degree \(n+1\) was used, so a bound \(K\) valid for degree at most \(n+1\) obeys \(n+1\le KL\). In normalised form, \(u_{n+1}=((x-a)/L)^{n+1}\) has norm 1 and \(u_{n+1}'(b) = (n+1)/L\).

### The Lean file

```lean
import Mathlib

open Polynomial Set

namespace OneUnboundedCanonicalOperator

noncomputable section

/-- The supremum norm of a real polynomial regarded as a continuous function on `[a, b]`. -/
def supNorm (a b : ℝ) (p : ℝ[X]) : ℝ := ‖p.toContinuousMapOn (Icc a b)‖

/-- The position operator: multiplication of a polynomial by `X`. -/
def position : Module.End ℝ ℝ[X] := LinearMap.mulLeft ℝ X

/-- The derivative operator `D` on polynomials. -/
def derivOp : Module.End ℝ ℝ[X] := derivative

/-- For `K ≥ 0`, the supremum norm is at most `K` exactly when `|p(x)| ≤ K` on `[a, b]`. -/
theorem supNorm_le_iff {a b K : ℝ} {p : ℝ[X]} (hK : 0 ≤ K) :
    supNorm a b p ≤ K ↔ ∀ x ∈ Icc a b, |p.eval x| ≤ K := by
  rw [supNorm, ContinuousMap.norm_le _ hK]
  constructor
  · intro h x hx
    exact h ⟨x, hx⟩
  · intro h x
    exact h x.1 x.2

/-- Every value `|p(x)|` with `x` in `[a, b]` is bounded by the supremum norm. -/
theorem abs_eval_le {a b x : ℝ} (p : ℝ[X]) (hx : x ∈ Icc a b) :
    |p.eval x| ≤ supNorm a b p := by
  have h0 : 0 ≤ supNorm a b p := norm_nonneg _
  exact (supNorm_le_iff h0).1 le_rfl x hx

/-- For `a < b` the supremum norm is a norm on polynomials: non-negative, zero only on the
zero polynomial, subadditive and absolutely homogeneous. -/
theorem supNorm_isNorm {a b : ℝ} (hab : a < b) :
    (∀ p, 0 ≤ supNorm a b p) ∧ (∀ p, supNorm a b p = 0 ↔ p = 0) ∧
    (∀ p q, supNorm a b (p + q) ≤ supNorm a b p + supNorm a b q) ∧
    (∀ (c : ℝ) p, supNorm a b (c • p) = |c| * supNorm a b p) := by
  have h0 : ∀ p, 0 ≤ supNorm a b p := fun p => norm_nonneg _
  refine ⟨h0, fun p => ⟨fun h => ?_, fun h => ?_⟩, fun p q => ?_, fun c p => ?_⟩
  · -- a polynomial vanishing on an interval has infinitely many roots
    refine eq_zero_of_infinite_isRoot p ((Icc_infinite hab).mono fun x hx => ?_)
    have h1 := abs_eval_le p hx
    rw [h] at h1
    exact abs_nonpos_iff.1 h1
  · subst h
    exact le_antisymm ((supNorm_le_iff le_rfl).2 (by simp)) (h0 _)
  · refine (supNorm_le_iff (add_nonneg (h0 p) (h0 q))).2 fun x hx => ?_
    rw [eval_add]
    have h1 := abs_le.1 (abs_eval_le p hx)
    have h2 := abs_le.1 (abs_eval_le q hx)
    exact abs_le.2 ⟨by linarith [h1.1, h2.1], by linarith [h1.2, h2.2]⟩
  · have e : (c • p).toContinuousMapOn (Icc a b) = c • p.toContinuousMapOn (Icc a b) := by
      ext x
      exact eval_smul c p x
    rw [supNorm, supNorm, e, norm_smul, Real.norm_eq_abs]

/-- The test polynomial `(X - a)^n` has supremum norm `(b - a)^n` on `[a, b]`. -/
theorem supNorm_shifted_pow {a b : ℝ} (hab : a ≤ b) (n : ℕ) :
    supNorm a b ((X - C a) ^ n) = (b - a) ^ n := by
  apply le_antisymm
  · refine (supNorm_le_iff (pow_nonneg (sub_nonneg.2 hab) n)).2 fun x hx => ?_
    rw [eval_pow, eval_sub, eval_X, eval_C, abs_pow, abs_of_nonneg (sub_nonneg.2 hx.1)]
    exact pow_le_pow_left₀ (sub_nonneg.2 hx.1) (by linarith [hx.2]) n
  · have h := abs_eval_le ((X - C a) ^ n) (right_mem_Icc.2 hab)
    rw [eval_pow, eval_sub, eval_X, eval_C, abs_pow, abs_of_nonneg (sub_nonneg.2 hab)] at h
    exact h

/-- The position operator is bounded on `[a, b]`, and `max |a| |b|` is the least constant `K`
with `‖X p‖ ≤ K ‖p‖` for all polynomials `p`. -/
theorem position_norm {a b : ℝ} (hab : a ≤ b) :
    IsLeast {K : ℝ | ∀ p, supNorm a b (position p) ≤ K * supNorm a b p} (max |a| |b|) := by
  constructor
  · intro p
    have h0 : 0 ≤ supNorm a b p := norm_nonneg _
    have hm : 0 ≤ max |a| |b| := le_max_of_le_left (abs_nonneg a)
    refine (supNorm_le_iff (mul_nonneg hm h0)).2 fun x hx => ?_
    show |eval x (X * p)| ≤ _
    rw [eval_mul, eval_X, abs_mul]
    exact mul_le_mul (abs_le_max_abs_abs hx.1 hx.2) (abs_eval_le p hx) (abs_nonneg _) hm
  · -- the constant polynomial saturates the bound
    intro K hK
    have h1 : supNorm a b 1 = 1 := by simpa using supNorm_shifted_pow hab 0
    have h2 : supNorm a b (X * 1) ≤ K * supNorm a b 1 := hK 1
    rw [h1, mul_one, mul_one] at h2
    have ha := abs_eval_le X (left_mem_Icc.2 hab)
    have hb := abs_eval_le X (right_mem_Icc.2 hab)
    rw [eval_X] at ha hb
    exact max_le (ha.trans h2) (hb.trans h2)

/-- The derivative and the position operator obey the canonical relation `DX - XD = 1`. -/
theorem ccr_witness : derivOp * position - position * derivOp = 1 := by
  refine LinearMap.ext fun p => ?_
  show derivative (X * p) - X * derivative p = p
  rw [derivative_mul, derivative_X]
  ring

/-- If `PX - XP = 1`, then moving `P` through `(X - c)^(n+1)` produces the extra term
`(n + 1)(X - c)^n`. -/
theorem commutator_shifted_pow {P : Module.End ℝ ℝ[X]}
    (h : P * position - position * P = 1) (c : ℝ) (n : ℕ) (q : ℝ[X]) :
    P ((X - C c) ^ (n + 1) * q) =
      (X - C c) ^ (n + 1) * P q + ((n : ℝ[X]) + 1) * (X - C c) ^ n * q := by
  have h1 : ∀ p, P (X * p) = X * P p + p := by
    intro p
    have e : P (X * p) - X * P p = p := LinearMap.congr_fun h p
    linear_combination e
  -- the relation is unchanged by the shift X ↦ X - c
  have h2 : ∀ p, P ((X - C c) * p) = (X - C c) * P p + p := by
    intro p
    rw [sub_mul, map_sub, h1, ← smul_eq_C_mul, map_smul, smul_eq_C_mul]
    ring
  induction n with
  | zero =>
    have h3 := h2 q
    simp only [zero_add, pow_one, pow_zero, Nat.cast_zero]
    linear_combination h3
  | succ n ih =>
    have e : (X - C c) ^ (n + 1 + 1) * q = (X - C c) * ((X - C c) ^ (n + 1) * q) := by ring
    rw [e, h2, ih]
    push_cast
    ring

/-- On `[a, b]` with `a < b`, no linear operator `P` with `PX - XP = 1` admits a constant `K`
with `‖P p‖ ≤ K ‖p‖` for all polynomials `p`. -/
theorem partner_unbounded {a b : ℝ} (hab : a < b) {P : Module.End ℝ ℝ[X]}
    (h : P * position - position * P = 1) :
    ¬ ∃ K : ℝ, ∀ p, supNorm a b (P p) ≤ K * supNorm a b p := by
  rintro ⟨K, hK⟩
  have hL : 0 < b - a := sub_pos.2 hab
  have hb : b ∈ Icc a b := right_mem_Icc.2 hab.le
  obtain ⟨n, hn⟩ := exists_nat_gt ((K + supNorm a b (P 1)) * (b - a))
  have hw : 0 < (b - a) ^ n := pow_pos hL n
  -- evaluate the commutator formula at the right end point
  have he := congrArg (eval b) (commutator_shifted_pow h a n 1)
  simp only [mul_one, eval_add, eval_mul, eval_pow, eval_sub, eval_X, eval_C, eval_natCast,
    eval_one] at he
  have h1 := le_of_abs_le (abs_eval_le (P ((X - C a) ^ (n + 1))) hb)
  have h2 := hK ((X - C a) ^ (n + 1))
  rw [supNorm_shifted_pow hab.le] at h2
  rw [pow_succ (b - a) n] at he h2
  have h3 := neg_le_of_abs_le (abs_eval_le (P 1) hb)
  have h4 := mul_le_mul_of_nonneg_right h3 (mul_pos hw hL).le
  have h5 := mul_lt_mul_of_pos_right hn hw
  nlinarith [he, h1, h2, h4, h5, hw]

/-- Truncation: if `‖D p‖ ≤ K ‖p‖` on `[a, b]` for all polynomials of degree at most `n + 1`,
then `n + 1 ≤ K (b - a)`. -/
theorem truncated_derivOp_bound {a b K : ℝ} (hab : a < b) (n : ℕ)
    (hK : ∀ p : ℝ[X], p.natDegree ≤ n + 1 → supNorm a b (derivOp p) ≤ K * supNorm a b p) :
    (n : ℝ) + 1 ≤ K * (b - a) := by
  have hw : 0 < (b - a) ^ n := pow_pos (sub_pos.2 hab) n
  have h0 : derivOp 1 = 0 := derivative_one
  have he := congrArg (eval b) (commutator_shifted_pow ccr_witness a n 1)
  simp only [h0, mul_zero, zero_add, mul_one, eval_add, eval_mul, eval_pow, eval_sub, eval_X,
    eval_C, eval_natCast, eval_one] at he
  have h1 := le_of_abs_le
    (abs_eval_le (derivOp ((X - C a) ^ (n + 1))) (right_mem_Icc.2 hab.le))
  have h2 := hK ((X - C a) ^ (n + 1))
    (le_of_eq (by rw [natDegree_pow, natDegree_X_sub_C, mul_one]))
  rw [supNorm_shifted_pow hab.le, pow_succ (b - a) n] at h2
  exact le_of_mul_le_mul_right (by nlinarith [he, h1, h2]) hw

/-- With the supremum norm over `[0, 1]`, position satisfies `‖X p‖ ≤ ‖p‖` and `DX - XD = 1`,
while no constant `K` gives `‖D p‖ ≤ K ‖p‖` for all polynomials `p`. -/
theorem only_one_unbounded :
    (∀ p, supNorm 0 1 (position p) ≤ supNorm 0 1 p) ∧
    derivOp * position - position * derivOp = 1 ∧
    ¬ ∃ K : ℝ, ∀ p, supNorm 0 1 (derivOp p) ≤ K * supNorm 0 1 p := by
  refine ⟨fun p => ?_, ccr_witness, partner_unbounded zero_lt_one ccr_witness⟩
  have h : supNorm 0 1 (position p) ≤ max |(0 : ℝ)| |1| * supNorm 0 1 p :=
    (position_norm zero_le_one).1 p
  simpa using h

end

end OneUnboundedCanonicalOperator
```

```lean
#print axioms OneUnboundedCanonicalOperator.supNorm_isNorm
#print axioms OneUnboundedCanonicalOperator.truncated_derivOp_bound
#print axioms OneUnboundedCanonicalOperator.only_one_unbounded
```

```
'OneUnboundedCanonicalOperator.supNorm_isNorm' depends on axioms: [propext, Classical.choice, Quot.sound]
'OneUnboundedCanonicalOperator.truncated_derivOp_bound' depends on axioms: [propext, Classical.choice, Quot.sound]
'OneUnboundedCanonicalOperator.only_one_unbounded' depends on axioms: [propext, Classical.choice, Quot.sound]
```

### What the theorems say

States are elements of `ℝ[X]`. `supNorm a b p` restricts `p` to the closed interval `Icc a b` as a continuous function and takes its uniform norm. `position` and `derivOp` have type `Module.End ℝ ℝ[X]`, linear maps from polynomials to polynomials, in which `*` is composition and `1` is the identity. Boundedness is written out as an inequality over all `p`, with `K` any real number.

`only_one_unbounded` is your claim on \([0,1]\): \(\|Xp\|\le\|p\|\), \(DX-XD=1\), and no \(K\) bounds \(D\). The other theorems extend it.

- `supNorm_isNorm`: for `a < b` the function is non-negative, vanishes only on the zero polynomial, and is subadditive and absolutely homogeneous, so the word "norm" is justified.
- `position_norm`: `max |a| |b|` is a bound of \(X\) and lies below every other bound, which is the meaning of `IsLeast`. It holds for `a ≤ b`; at \(a=b\) the quantity `supNorm` reduces to \(|p(a)|\), a seminorm.
- `partner_unbounded`: for `a < b`, the relation `P * position - position * P = 1` excludes any bound on `P`. The relation is a hypothesis and stands for \(P\) being canonically conjugate to position; `ccr_witness` shows that \(D\) satisfies it.
- `truncated_derivOp_bound`: for `a < b`, a bound of \(D\) on `p.natDegree ≤ n + 1` satisfies \(n+1\le K(b-a)\). This is a lower estimate; the theorem neither supplies such a \(K\) nor says that the estimate is sharp.

The general no-go statement concerns two arbitrary bounded operators, whereas `partner_unbounded` fixes one of them to be multiplication by \(x\) on this space. The setting is real, with one degree of freedom, a space that is not complete, and a norm that does not come from an inner product, so there are no adjoints or self-adjoint observables. For quantum mechanics, this one-variable polynomial model shows that the algebraic relation alone does not force both operators to be unbounded. The same pair represents \([\hat a,\hat a^\dagger]=1\) for a single oscillator mode through \(\hat a\mapsto D\), \(\hat a^\dagger\mapsto X\), but the Fock-space norm, which makes the two operators mutually adjoint, is a different norm.

### How the Lean steps follow the derivation

`supNorm_le_iff` converts \(\|p\|\le K\) into \(|p(x)|\le K\) on the interval for \(K\ge0\), and `abs_eval_le` is the case \(K=\|p\|\). Upper bounds on norms use the first, lower bounds the second. Definiteness in `supNorm_isNorm` comes from `eq_zero_of_infinite_isRoot`: zero norm makes each of the infinitely many points of \([a,b]\) a root. `supNorm_shifted_pow` proves \(\|(x-a)^n\|=L^n\) by two inequalities, monotonicity of powers and evaluation at \(b\). `position_norm` multiplies the two pointwise bounds and then tests `hK 1`, using the case \(n=0\) for \(\|1\|=1\).

In `commutator_shifted_pow`, `h1` applies the operator relation to a polynomial, `h2` is the shifted relation, and the induction peels off one factor `X - C c` as in the displayed step. `partner_unbounded` first picks `n` above \((K+\|P1\|)L\) with `exists_nat_gt`. Then `he` is the identity evaluated at \(b\), `h1` and `h2` bound its left side by \(KL^{n+1}\), and `h3` is \((P1)(b)\ge-\|P1\|\). Lean multiplies through by powers of \(L\) in `h4` and `h5`, and `nlinarith` combines everything into \((n+1)L^n< nL^n\), contradicting \(L^n>0\). `truncated_derivOp_bound` repeats this with `derivOp 1 = 0`, checks the degree of the test polynomial and cancels \(L^n\). The final theorem specialises to \(a=0\), \(b=1\).

### Finite matrices in a program

A code that keeps degree at most \(N=n+1\) stores coefficients \(c_0,\dots,c_N\) of \(p=\sum_k c_kx^k\). Differentiation is \(c_k\leftarrow(k+1)c_{k+1}\) and stays in the space. A perturbation \(\varepsilon u_N\) of size \(\varepsilon>0\) changes the derivative at \(b\) by \(\varepsilon N/L\), so the worst-case error amplification is at least \(N/L\). This estimate is not sharp: with \(T_N(\cos\theta)=\cos N\theta\), the Chebyshev polynomial \(T_N(2(x-a)/L-1)\) also has norm 1 on \([a,b]\), and its derivative at \(b\) is \(2N^2/L\). The amplification therefore grows at least quadratically with the cutoff, which the file does not prove. Multiplication by \(x\) leaves the space, and what follows about its matrix is a side computation that the file does not contain. Discarding \(x^{N+1}\) gives square matrices whose commutator is \(\mathrm{diag}(1,\dots,1,-N)\): each \(x^k\) with \(k<N\) yields \((k+1)-k=1\), while \(x^N\) yields \(0-N\), and the trace vanishes as it must for a commutator of finite matrices.
